# Peak and mean of a Boltzmann luminescence line with a rising power-law joint density of states differ by \(k_BT\)

Take a thermal luminescence line whose shape is a square-root joint density of states times a Boltzmann factor. A code that reads the band gap off the maximum of this line gets a gap that is too large by \(k_BT/2\). If it uses the mean photon energy, the error is \(3k_BT/2\). Comparing a computed mean with a measured peak therefore introduces a false shift of \(k_BT\), which can be mistaken for an error in the band structure.

## Peak, mean and their difference

Let \(u=\hbar\omega-E_g\) be the photon energy above the gap \(E_g\), and let \(\beta=1/(k_BT)>0\). A joint density of states \(u^s\) with Boltzmann occupation gives, up to a constant factor,

\[
I(u)=u^s e^{-\beta u},\qquad u>0 .
\]

For \(s>0\) the line has a unique maximum \(u_{\max}\), and its normalised mean is \(\langle u\rangle\):

\[
u_{\max}=\frac{s}{\beta},\qquad \langle u\rangle=\frac{s+1}{\beta},\qquad \langle u\rangle-u_{\max}=\frac1\beta .
\]

The formula for the mean holds for all \(s>-1\). The square-root edge of three-dimensional parabolic bands at a direct gap has \(s=1/2\), with peak \(1/(2\beta)\) and mean \(3/(2\beta)\).

## Gap extraction and spectral checks

A fitting routine can subtract \(s/\beta\) from the peak position, or \((s+1)/\beta\) from the mean, to recover \(E_g\). The difference also tests a routine that computes peaks and means: on the model line \(I\) with \(s>0\) it should approach \(k_BT\) as the energy grid is refined and its upper cutoff raised. A spectrum from a calculated band structure need not give exactly \(k_BT\), since its joint density of states generally follows a power law only near the edge.

## Derivation from a logarithm bound and a Gamma integral

For \(u>0\), \(\ln I(u)=s\ln u-\beta u\). Set \(u_0=s/\beta\) with \(s>0\). For \(x>0\), \(x\neq1\), we have \(\ln x<x-1\). Taking \(x=u/u_0\) and multiplying by \(s\) gives

\[
s\ln u-s\ln u_0<\beta u-s .
\]

Since \(s=\beta u_0\), this rearranges to

\[
s\ln u-\beta u<s\ln u_0-\beta u_0 .
\]

Every \(u\neq u_0\) thus emits strictly less than \(u_0\), which is the unique maximum.

For the area, with \(s>-1\), substitute \(t=\beta u\):

\[
\int_0^\infty u^s e^{-\beta u}\,du=\beta^{-(s+1)}\,\Gamma(s+1).
\]

The first moment is the same integral with \(s\) replaced by \(s+1\). By \(\Gamma(s+2)=(s+1)\Gamma(s+1)\),

\[
\langle u\rangle=\frac{\beta^{-(s+2)}\,\Gamma(s+2)}{\beta^{-(s+1)}\,\Gamma(s+1)}=\frac{s+1}{\beta}.
\]

Subtracting \(s/\beta\) leaves \(1/\beta\).

## The Lean file

```lean
import Mathlib

open Set MeasureTheory

namespace ThermalLuminescence

noncomputable section

/-- Thermal emission line at energy `u > 0` above the gap: a power-law joint density of states
`u ^ s` times the Boltzmann factor at inverse temperature `β`. -/
def lineshape (s β u : ℝ) : ℝ := u ^ s * Real.exp (-(β * u))

/-- The line `√u exp (-β u)` of a square-root joint density of states. -/
def sqrtLine (β u : ℝ) : ℝ := √u * Real.exp (-(β * u))

/-- Normalised mean energy of a spectrum `I` on `u > 0`: first moment over area, for spectra
with both integrals finite and non-zero area. -/
def meanEnergy (I : ℝ → ℝ) : ℝ :=
  (∫ u in Ioi (0 : ℝ), u * I u) / ∫ u in Ioi (0 : ℝ), I u

/-- At `u > 0` the line is the exponential of `s log u - β u`. -/
theorem lineshape_eq_exp {s β u : ℝ} (hu : 0 < u) :
    lineshape s β u = Real.exp (Real.log u * s - β * u) := by
  rw [lineshape, Real.rpow_def_of_pos hu, ← Real.exp_add, sub_eq_add_neg]

/-- For `s > 0` and `β > 0`, a positive energy `p` is a maximum of the line on `u > 0`
exactly when `p = s / β`. -/
theorem peak_iff {s β p : ℝ} (hs : 0 < s) (hβ : 0 < β) (hp : 0 < p) :
    IsMaxOn (lineshape s β) (Ioi 0) p ↔ p = s / β := by
  have hq : 0 < s / β := div_pos hs hβ
  -- every other energy emits strictly less, by `log x < x - 1`
  have key : ∀ u : ℝ, 0 < u → u ≠ s / β → lineshape s β u < lineshape s β (s / β) := by
    intro u hu hne
    have h1 := Real.log_lt_sub_one_of_pos (div_pos hu hq)
      (fun h => hne ((div_eq_one_iff_eq hq.ne').1 h))
    rw [Real.log_div hu.ne' hq.ne'] at h1
    have h2 := mul_lt_mul_of_pos_left h1 hs
    have e1 : s * (u / (s / β)) = β * u := by field_simp
    have e2 : β * (s / β) = s := by field_simp
    rw [mul_sub, mul_sub, e1] at h2
    rw [lineshape_eq_exp hu, lineshape_eq_exp hq, Real.exp_lt_exp, e2]
    nlinarith [h2]
  constructor
  · intro hmax
    by_contra hne
    exact absurd (isMaxOn_iff.1 hmax (s / β) hq) (not_le_of_gt (key p hp hne))
  · intro h
    rw [h]
    refine isMaxOn_iff.2 fun u hu => ?_
    rcases eq_or_ne u (s / β) with h' | h'
    · exact (congrArg (lineshape s β) h').le
    · exact (key u hu h').le

/-- For `s ≤ 0` and `β > 0` the line falls strictly with energy on `u > 0`. -/
theorem strictAntiOn_lineshape {s β : ℝ} (hs : s ≤ 0) (hβ : 0 < β) :
    StrictAntiOn (lineshape s β) (Ioi 0) := by
  intro u hu v hv huv
  have hu' : 0 < u := hu
  have hv' : 0 < v := hv
  rw [lineshape_eq_exp hu', lineshape_eq_exp hv', Real.exp_lt_exp]
  have hlog := Real.log_lt_log hu' huv
  have h1 := mul_nonneg (sub_nonneg.2 hlog.le) (neg_nonneg.2 hs)
  have h2 := mul_pos hβ (sub_pos.2 huv)
  nlinarith [h1, h2]

/-- Weighting the line by the energy `u > 0` raises the exponent of the density of states
by one. -/
theorem mul_lineshape {s β u : ℝ} (hu : 0 < u) :
    u * lineshape s β u = lineshape (s + 1) β u := by
  rw [lineshape, lineshape, Real.rpow_add_one hu.ne']
  ring

/-- For `s > -1` and `β > 0` the area under the line is `(1 / β) ^ (s + 1) Γ(s + 1)`. -/
theorem integral_lineshape {s β : ℝ} (hs : -1 < s) (hβ : 0 < β) :
    ∫ u in Ioi (0 : ℝ), lineshape s β u = (1 / β) ^ (s + 1) * Real.Gamma (s + 1) := by
  have h := Real.integral_rpow_mul_exp_neg_mul_Ioi (a := s + 1) (r := β) (by linarith) hβ
  simp only [add_sub_cancel_right] at h
  exact h

/-- For `s > -1` and `β > 0` the line and its energy-weighted form are both integrable
on `u > 0`. -/
theorem integrableOn_lineshape {s β : ℝ} (hs : -1 < s) (hβ : 0 < β) :
    IntegrableOn (lineshape s β) (Ioi 0) ∧
      IntegrableOn (fun u => u * lineshape s β u) (Ioi 0) := by
  -- a non-zero integral can only come from an integrable function
  have key : ∀ t : ℝ, -1 < t → IntegrableOn (lineshape t β) (Ioi 0) := by
    intro t ht
    by_contra h
    have h0 : ∫ u in Ioi (0 : ℝ), lineshape t β u = 0 := integral_undef h
    have hpos : 0 < (1 / β) ^ (t + 1) * Real.Gamma (t + 1) :=
      mul_pos (Real.rpow_pos_of_pos (one_div_pos.2 hβ) _)
        (Real.Gamma_pos_of_pos (by linarith))
    exact hpos.ne' ((integral_lineshape ht hβ).symm.trans h0)
  exact ⟨key s hs, (key (s + 1) (by linarith)).congr_fun
    (fun u hu => (mul_lineshape hu).symm) measurableSet_Ioi⟩

/-- For `s > -1` and `β > 0` the normalised mean energy of the line is `(s + 1) / β`. -/
theorem meanEnergy_lineshape {s β : ℝ} (hs : -1 < s) (hβ : 0 < β) :
    meanEnergy (lineshape s β) = (s + 1) / β := by
  have hmoment : ∫ u in Ioi (0 : ℝ), u * lineshape s β u
      = ∫ u in Ioi (0 : ℝ), lineshape (s + 1) β u :=
    setIntegral_congr_fun measurableSet_Ioi (fun u hu => mul_lineshape hu)
  have hs1 : 0 < s + 1 := by linarith
  have hb : 0 < 1 / β := one_div_pos.2 hβ
  have hP : 0 < (1 / β) ^ (s + 1) := Real.rpow_pos_of_pos hb _
  have hG : 0 < Real.Gamma (s + 1) := Real.Gamma_pos_of_pos hs1
  unfold meanEnergy
  -- the recursion of the Gamma function leaves the factor `(s + 1) / β`
  rw [hmoment, integral_lineshape (by linarith) hβ, integral_lineshape hs hβ,
    Real.Gamma_add_one hs1.ne', Real.rpow_add_one hb.ne' (s + 1)]
  generalize (1 / β) ^ (s + 1) = P at hP ⊢
  generalize Real.Gamma (s + 1) = G at hG ⊢
  field_simp

/-- For every exponent `s > 0` and every `β > 0`, the maximum `p` of the line on `u > 0` lies
below the mean energy by exactly `1 / β`. -/
theorem meanEnergy_sub_peak {s β p : ℝ} (hs : 0 < s) (hβ : 0 < β) (hp : 0 < p)
    (hmax : IsMaxOn (lineshape s β) (Ioi 0) p) :
    meanEnergy (lineshape s β) - p = 1 / β := by
  rw [(peak_iff hs hβ hp).1 hmax, meanEnergy_lineshape (by linarith) hβ]
  ring

/-- For `β > 0` the line `√u exp (-β u)` on `u > 0` has its unique maximum at `1 / (2 β)` and
its mean energy at `3 / (2 β)`, and the two differ by `1 / β`. -/
theorem thermal_luminescence_line {β : ℝ} (hβ : 0 < β) :
    (∀ p : ℝ, 0 < p → (IsMaxOn (sqrtLine β) (Ioi 0) p ↔ p = 1 / (2 * β))) ∧
      meanEnergy (sqrtLine β) = 3 / (2 * β) ∧
      meanEnergy (sqrtLine β) - 1 / (2 * β) = 1 / β := by
  have hline : sqrtLine β = lineshape (1 / 2) β := by
    funext u
    rw [sqrtLine, lineshape, Real.sqrt_eq_rpow]
  have h2β : 2 * β ≠ 0 := by positivity
  have hpeak : (1 / 2 : ℝ) / β = 1 / (2 * β) := by
    rw [div_eq_div_iff hβ.ne' h2β]
    ring
  have hmean : (1 / 2 + 1 : ℝ) / β = 3 / (2 * β) := by
    rw [div_eq_div_iff hβ.ne' h2β]
    ring
  rw [hline, meanEnergy_lineshape (by norm_num) hβ]
  refine ⟨fun p hp => ?_, hmean, ?_⟩
  · rw [peak_iff (by norm_num) hβ hp, hpeak]
  · rw [← hpeak]
    ring

end

end ThermalLuminescence
```

```lean
#print axioms ThermalLuminescence.strictAntiOn_lineshape
#print axioms ThermalLuminescence.integrableOn_lineshape
#print axioms ThermalLuminescence.meanEnergy_sub_peak
#print axioms ThermalLuminescence.thermal_luminescence_line
```

```
'ThermalLuminescence.strictAntiOn_lineshape' depends on axioms: [propext, Classical.choice, Quot.sound]
'ThermalLuminescence.integrableOn_lineshape' depends on axioms: [propext, Classical.choice, Quot.sound]
'ThermalLuminescence.meanEnergy_sub_peak' depends on axioms: [propext, Classical.choice, Quot.sound]
'ThermalLuminescence.thermal_luminescence_line' depends on axioms: [propext, Classical.choice, Quot.sound]
```

## What the theorems say about a spectrum

`lineshape s β` is the unnormalised line \(I\), and `sqrtLine β` is its square-root case. `meanEnergy` divides the first moment by the area, so a constant prefactor in the intensity does not matter. Despite its name, it is measured from the gap; the mean photon energy is \(E_g\) plus this value.

`IsMaxOn (lineshape s β) (Ioi 0) p` says that no positive energy emits more than `p`. The equivalence in `peak_iff` gives both the existence of a positive maximum and its uniqueness. Its proof uses the logarithm bound as above, after `lineshape_eq_exp` has put the line in exponential form.

`mul_lineshape` raises the exponent by one, `integral_lineshape` supplies the Gamma integral, and `meanEnergy_lineshape` applies the recursion. `integrableOn_lineshape` shows that both integrals are finite: Lean assigns the value zero to the integral of a non-integrable function, whereas these values are positive. `meanEnergy_sub_peak` subtracts the two positions, and `thermal_luminescence_line` sets \(s=1/2\).

The step left to the user is to identify a real spectrum with \(I\). The identification is justified given a joint density of states that follows the power law across the line, non-degenerate carriers at a single temperature, a transition matrix element and photon-frequency prefactor that are constant across the line, and negligible excitonic effects, broadening and reabsorption.

## Where the peak disappears

At \(s=0\), the step edge of a two-dimensional system, the line is \(e^{-\beta u}\). It has no maximum on \(u>0\), although its mean is still \(1/\beta\). The existence of a peak therefore fails at \(s=0\); the equivalence in `peak_iff` would still be true there, but with both sides false for every \(p>0\). `strictAntiOn_lineshape` proves the strict fall for every \(s\le0\), so a peak search on such a line, over a grid of energies above the gap, returns the lowest grid point.

At \(\beta=0\), the infinite-temperature limit, the line \(\sqrt u\) grows without bound and has neither a peak nor a finite area, so the physical statement fails. The formal statement of `thermal_luminescence_line` would still hold at \(\beta=0\), but only because Lean gives the value zero to division by zero and to the integral of a non-integrable function.
